# The structure-factor term of exchange in the one-k-point sphere of a uniform Fermi gas falls off as $N^{-2/3}$

Take a non-interacting, spin-unpolarised uniform electron gas with Fermi wave vector $k_F>0$. For momentum transfers $0\le q\le 2k_F$ its structure factor is

$$S(q)=\frac{3q}{4k_F}-\frac{q^3}{16k_F^3}.$$

For $N$ electrons, let $Q_N=k_F(2/N)^{1/3}$ be the radius of a sphere in momentum space with the volume belonging to one k-point. Then

$$\lim_{N\to\infty}N^{2/3}\,\frac1\pi\int_0^{Q_N}S(q)\,dq=\frac{3k_F\,2^{2/3}}{8\pi}.$$

The density is held fixed, and energies are per electron in Hartree atomic units. The exchange energy contains the integral of $S(q)-1$; only the $S$ term is treated here, and the $-1$ term over the same sphere fades more slowly, as $N^{-1/3}$. In this non-interacting model, the result gives the power of $N$ with which the small-momentum $S$ term fades as the k-point mesh is refined. A structure factor that starts quadratically, as in a gapped system, gives $1/N$ instead.

## The gas, the sphere and the energy

```lean
import Mathlib

open Filter Topology

namespace MetallicExchangeFiniteSize

noncomputable section
```

The first line loads Mathlib, Lean's mathematical library. The second makes the notation for limits available, and the namespace puts a common prefix on the names that follow.

```lean
/-- The structure factor of the uniform Fermi gas, as a polynomial in the momentum transfer `q`,
for `kF > 0` and `0 ≤ q ≤ 2 kF`. -/
def fermiS (kF q : ℝ) : ℝ := 3 * q / (4 * kF) - q ^ 3 / (16 * kF ^ 3)
```

`fermiS kF q` is $S(q)$, with both arguments real numbers. The formula is put in as a definition and not derived from a Slater determinant. Physically, $S(q)$ is the fraction of occupied states $\mathbf k$ for which $\mathbf k+\mathbf q$ is empty. At small $q$ these states lie in a thin layer at the Fermi surface, whose volume grows linearly with $q$; this is the origin of the linear term.

Lean's function is the polynomial for every real $q$, whereas the structure factor of the gas equals 1 beyond $2k_F$. The two agree on the whole range of integration when $Q_N\le 2k_F$, that is, for $N\ge 1/4$, which includes every actual electron number.

```lean
/-- The radius `Q_N = kF (2/N)^(1/3)` of the small-momentum sphere for `N > 0` electrons. -/
def cutoff (kF N : ℝ) : ℝ := kF * (2 / N) ^ (1 / 3 : ℝ)
```

`cutoff kF N` is $Q_N$. The annotation `(1 / 3 : ℝ)` makes the exponent a real number; without it, Lean could read the division as one between integers. The electron number `N` is also a real variable, so a limit in `N` covers the integers as a special case.

```lean
/-- The `S` term `(1/π) ∫ S(q) dq` of the exchange energy per electron, for momentum transfers
between `0` and `Q`. The `-1` in the full exchange integrand `S(q) - 1` is left out. -/
def smallQExchange (S : ℝ → ℝ) (Q : ℝ) : ℝ := 1 / Real.pi * ∫ q in (0 : ℝ)..Q, S q
```

`smallQExchange S Q` is $\frac1\pi\int_0^Q S(q)\,dq$ for any function `S`. The prefactor comes from the exchange energy per electron,

$$\frac12\int\frac{d^3q}{(2\pi)^3}\,\frac{4\pi}{q^2}\,[S(q)-1]=\frac1\pi\int_0^\infty[S(q)-1]\,dq,$$

where the $q^2$ of the volume element cancels that of the Coulomb interaction. The definition keeps the term with $S$ and leaves out the $-1$, whose integral over the same sphere has magnitude $Q_N/\pi$ and scales as $N^{-1/3}$. Identifying the $S$ term inside the sphere with a finite-size contribution is a model of what a discrete mesh misses around $q=0$. Actual meshes have cells that are not spheres, and codes differ in how they treat the Coulomb singularity.

## Powers of the radius

```lean
/-- The square of the cutoff radius scales as `N^(-2/3)`. -/
theorem cutoff_sq (kF : ℝ) {N : ℝ} (hN : 0 < N) :
    cutoff kF N ^ 2 = kF ^ 2 * ((2 : ℝ) ^ (2 / 3 : ℝ) / N ^ (2 / 3 : ℝ)) := by
  have h : ((2 / N) ^ (1 / 3 : ℝ)) ^ 2 = (2 : ℝ) ^ (2 / 3 : ℝ) / N ^ (2 / 3 : ℝ) := by
    rw [← Real.rpow_natCast, ← Real.rpow_mul (by positivity),
      ← Real.div_rpow (by norm_num) hN.le]
    congr 1
    norm_num
  rw [cutoff, mul_pow, h]
```

A theorem in Lean lists its hypotheses before the colon and its claim after it. Here `hN : 0 < N` is the hypothesis, and the claim is

$$Q_N^2=k_F^2\left(\frac2N\right)^{2/3}=k_F^2\,\frac{2^{2/3}}{N^{2/3}}.$$

The proof follows the same two steps. It writes the square as a real power, so that the exponents multiply to $2/3$, and then joins the two powers on the right into the power of a quotient, which is allowed because 2 and $N$ are not negative.

```lean
/-- Together, `N/2` spheres of radius `Q_N` have the volume of the Fermi sphere. -/
theorem cutoff_volume (kF : ℝ) {N : ℝ} (hN : 0 < N) :
    N / 2 * (4 * Real.pi / 3 * cutoff kF N ^ 3) = 4 * Real.pi / 3 * kF ^ 3 := by
  have h : ((2 / N) ^ (1 / 3 : ℝ)) ^ 3 = 2 / N := by
    rw [← Real.rpow_natCast, ← Real.rpow_mul (by positivity)]
    norm_num
  rw [cutoff, mul_pow, h]
  field_simp
```

Cubing the radius gives $Q_N^3=2k_F^3/N$, and therefore

$$\frac N2\cdot\frac{4\pi}{3}Q_N^3=\frac{4\pi}{3}k_F^3.$$

This is the reason for the choice of $Q_N$: with two electrons per k-point there are $N/2$ occupied k-points, and their spheres together have the volume of the Fermi sphere. In the proof, `h` removes the cube root and `field_simp` cancels $N$.

## The Fermi gas at finite $N$ and in the limit

```lean
/-- The value of `smallQExchange` for the polynomial `fermiS`, in closed form. -/
theorem smallQExchange_fermiS (kF Q : ℝ) :
    smallQExchange (fermiS kF) Q
      = 1 / Real.pi * (3 * Q ^ 2 / (8 * kF) - Q ^ 4 / (64 * kF ^ 3)) := by
  have hd : ∀ q ∈ Set.uIcc 0 Q, HasDerivAt
      (fun x : ℝ => 3 / (8 * kF) * x ^ 2 - 1 / (64 * kF ^ 3) * x ^ 4) (fermiS kF q) q := by
    intro q _
    refine (((hasDerivAt_pow 2 q).const_mul (3 / (8 * kF))).fun_sub
      ((hasDerivAt_pow 4 q).const_mul (1 / (64 * kF ^ 3)))).congr_deriv ?_
    norm_num [fermiS]
    ring
  have hc : Continuous (fermiS kF) := by
    unfold fermiS
    fun_prop
  rw [smallQExchange, intervalIntegral.integral_eq_sub_of_hasDerivAt hd
    (hc.intervalIntegrable _ _)]
  ring
```

By hand, one integrates term by term:

$$\frac1\pi\int_0^Q\left(\frac{3q}{4k_F}-\frac{q^3}{16k_F^3}\right)dq=\frac1\pi\left(\frac{3Q^2}{8k_F}-\frac{Q^4}{64k_F^3}\right).$$

Lean is given the antiderivative and checks it. The statement `hd` says that its derivative is $S(q)$ at every point between 0 and $Q$, and `hc` says that $S$ is continuous and hence integrable. The fundamental theorem of calculus, `intervalIntegral.integral_eq_sub_of_hasDerivAt`, then turns the integral into a difference of end-point values.

```lean
/-- For every `N > 0`, the `S` term of exchange for the polynomial `fermiS`, multiplied by
`N^(2/3)`, is a constant minus a correction proportional to `N^(-2/3)`. -/
theorem scaled_exchange_exact {kF N : ℝ} (hk : 0 < kF) (hN : 0 < N) :
    N ^ (2 / 3 : ℝ) * smallQExchange (fermiS kF) (cutoff kF N)
      = 3 * kF * (2 : ℝ) ^ (2 / 3 : ℝ) / (8 * Real.pi)
        - kF * ((2 : ℝ) ^ (2 / 3 : ℝ)) ^ 2 / (64 * Real.pi) / N ^ (2 / 3 : ℝ) := by
  have hM : 0 < N ^ (2 / 3 : ℝ) := Real.rpow_pos_of_pos hN _
  have hp := Real.pi_pos
  have h4 : cutoff kF N ^ 4 = (cutoff kF N ^ 2) ^ 2 := by ring
  rw [smallQExchange_fermiS, h4, cutoff_sq kF hN]
  generalize N ^ (2 / 3 : ℝ) = M at *
  generalize (2 : ℝ) ^ (2 / 3 : ℝ) = c
  field_simp
```

Write $M=N^{2/3}$ and $c=2^{2/3}$. The squared radius is $Q_N^2=k_F^2c/M$, so $Q_N^4=k_F^4c^2/M^2$. Inserting both into the integral and multiplying by $M$ gives

$$\frac M\pi\left(\frac{3k_Fc}{8M}-\frac{k_Fc^2}{64M^2}\right)=\frac{3k_Fc}{8\pi}-\frac{k_Fc^2}{64\pi M}.$$

This is an identity for every $N>0$, with no higher terms neglected. The scaled contribution lies below its limit by an amount proportional to $N^{-2/3}$, so the unscaled contribution has a second term proportional to $N^{-4/3}$.

The proof makes the same substitutions. The two `generalize` lines replace the fractional powers by plain letters, just as $M$ and $c$ do above, and `field_simp` settles the remaining algebra.

```lean
/-- The small-momentum `S` term of exchange in the Fermi gas, multiplied by `N^(2/3)`, tends to `3
kF 2^(2/3) / (8π)` as the number of electrons grows. -/
theorem metallic_exchange_limit {kF : ℝ} (hk : 0 < kF) :
    Tendsto (fun N : ℝ => N ^ (2 / 3 : ℝ) * smallQExchange (fermiS kF) (cutoff kF N)) atTop
      (𝓝 (3 * kF * (2 : ℝ) ^ (2 / 3 : ℝ) / (8 * Real.pi))) := by
  have hM : Tendsto (fun N : ℝ => N ^ (2 / 3 : ℝ)) atTop atTop :=
    tendsto_rpow_atTop (by norm_num)
  have hcorr : Tendsto (fun N : ℝ => kF * ((2 : ℝ) ^ (2 / 3 : ℝ)) ^ 2 / (64 * Real.pi)
      / N ^ (2 / 3 : ℝ)) atTop (𝓝 0) := tendsto_const_nhds.div_atTop hM
  have h := (tendsto_const_nhds
    (x := 3 * kF * (2 : ℝ) ^ (2 / 3 : ℝ) / (8 * Real.pi))).sub hcorr
  rw [sub_zero] at h
  refine h.congr' ?_
  filter_upwards [eventually_gt_atTop (0 : ℝ)] with N hN
  exact (scaled_exchange_exact hk hN).symm
```

This is the limit stated at the start. `Tendsto f atTop (𝓝 L)` reads "$f(N)$ tends to $L$ as $N$ grows without bound", where `𝓝 L` stands for the neighbourhoods of $L$.

By hand, the limit follows from the finite-$N$ identity: its first term is constant, and its second vanishes because $N^{2/3}\to\infty$. In Lean, `hM` states the growth of $N^{2/3}$ and `hcorr` the vanishing of the correction. The identity requires $N>0$, so the last lines use the fact that a limit at infinity depends only on large $N$.

## Any structure factor with a linear onset

```lean
/-- If a continuous structure factor vanishes at `q = 0` with slope `s`, its integral from `0`
to `Q`, divided by `Q²`, tends to `s/2` as `Q` decreases to zero. -/
theorem integral_linear_onset {S : ℝ → ℝ} {s : ℝ} (hc : Continuous S) (h0 : S 0 = 0)
    (hd : HasDerivAt S s 0) :
    Tendsto (fun Q : ℝ => (∫ q in (0 : ℝ)..Q, S q) / Q ^ 2) (𝓝[>] 0) (𝓝 (s / 2)) := by
  rw [Metric.tendsto_nhds]
  intro ε hε
  obtain ⟨δ, hδ, hb⟩ := Metric.eventually_nhds_iff.mp
    ((hasDerivAt_iff_isLittleO.mp hd).def (half_pos hε))
  filter_upwards [Ioo_mem_nhdsGT hδ] with Q hQ
  have hQ0 : 0 < Q := hQ.1
  have hQ2 : 0 < Q ^ 2 := by positivity
  have hlin : IntervalIntegrable (fun q : ℝ => s * q) MeasureTheory.volume 0 Q :=
    (by fun_prop : Continuous (fun q : ℝ => s * q)).intervalIntegrable _ _
  have hI : ∫ q in (0 : ℝ)..Q, (S q - s * q) = (∫ q in (0 : ℝ)..Q, S q) - s * Q ^ 2 / 2 := by
    rw [intervalIntegral.integral_sub (hc.intervalIntegrable _ _) hlin,
      intervalIntegral.integral_const_mul, integral_id]
    ring
  -- the deviation from the linear law is at most (ε/2) Q, so its integral is at most (ε/2) Q²
  have hB : ‖∫ q in (0 : ℝ)..Q, (S q - s * q)‖ ≤ ε / 2 * Q * |Q - 0| := by
    refine intervalIntegral.norm_integral_le_of_norm_le_const (fun q hq => ?_)
    rw [Set.uIoc_of_le hQ0.le] at hq
    have h := hb (y := q) (by
      rw [Real.dist_eq, sub_zero, abs_of_pos hq.1]
      exact lt_of_le_of_lt hq.2 hQ.2)
    simp only [h0, sub_zero, smul_eq_mul, Real.norm_eq_abs, abs_of_pos hq.1] at h
    rw [Real.norm_eq_abs, mul_comm s q]
    exact h.trans (mul_le_mul_of_nonneg_left hq.2 (half_pos hε).le)
  rw [hI, Real.norm_eq_abs, sub_zero, abs_of_pos hQ0] at hB
  have he : (∫ q in (0 : ℝ)..Q, S q) / Q ^ 2 - s / 2
      = ((∫ q in (0 : ℝ)..Q, S q) - s * Q ^ 2 / 2) / Q ^ 2 := by
    field_simp
  rw [Real.dist_eq, he, abs_div, abs_of_pos hQ2, div_lt_iff₀ hQ2]
  nlinarith [mul_pos hε hQ2]
```

Now `S` is any continuous function with $S(0)=0$ and derivative $s$ at the origin. The condition $S(0)=0$ says that the exchange hole around an electron amounts to exactly one missing electron, and in the non-interacting gas the positive slope $s$ comes from the Fermi surface. `HasDerivAt` means a two-sided derivative, so a structure factor known only for $q\ge0$ is first continued to negative $q$ as a continuous function with derivative $s$ at the origin, for instance by $sq$. The integral uses only $q\ge0$.

The claim is that $\frac{1}{Q^2}\int_0^QS(q)\,dq\to s/2$ as $Q$ decreases to zero; `𝓝[>] 0` denotes the approach from above. Let $\varepsilon>0$. By the definition of the derivative there is a $\delta>0$ such that $|S(q)-sq|\le\frac\varepsilon2 q$ for $0<q<\delta$. For $0<Q<\delta$ this gives

$$\left|\int_0^QS(q)\,dq-\frac{sQ^2}{2}\right|=\left|\int_0^Q\bigl(S(q)-sq\bigr)\,dq\right|\le\frac\varepsilon2\,Q\cdot Q.$$

Division by $Q^2$ leaves a deviation of at most $\varepsilon/2$, which is less than $\varepsilon$.

The Lean proof has the same parts. `hb` is the bound from the derivative, `hI` splits off the integral of $sq$, and `hB` bounds the remaining integral by the largest deviation times the length of the interval. The equation `he` rewrites the difference from $s/2$ as a single fraction, and `nlinarith` completes the final inequality.

```lean
/-- For any continuous structure factor that vanishes at `q = 0` with slope `s`, the `S` term of
exchange multiplied by `N^(2/3)` tends to `s kF² 2^(2/3) / (2π)`. -/
theorem exchange_limit_of_slope {kF s : ℝ} {S : ℝ → ℝ} (hk : 0 < kF) (hc : Continuous S)
    (h0 : S 0 = 0) (hd : HasDerivAt S s 0) :
    Tendsto (fun N : ℝ => N ^ (2 / 3 : ℝ) * smallQExchange S (cutoff kF N)) atTop
      (𝓝 (s * kF ^ 2 * (2 : ℝ) ^ (2 / 3 : ℝ) / (2 * Real.pi))) := by
  have hpos : ∀ N : ℝ, 0 < N → 0 < cutoff kF N := fun N hN =>
    mul_pos hk (Real.rpow_pos_of_pos (by positivity) _)
  -- the cutoff shrinks to zero from above
  have hQ : Tendsto (cutoff kF) atTop (𝓝[>] 0) := by
    refine tendsto_nhdsWithin_iff.mpr ⟨?_, ?_⟩
    · have h1 : Tendsto (fun N : ℝ => 2 / N) atTop (𝓝 0) :=
        tendsto_const_nhds.div_atTop tendsto_id
      have h2 := (h1.rpow_const (p := (1 / 3 : ℝ)) (Or.inr (by norm_num))).const_mul kF
      rw [Real.zero_rpow (by norm_num), mul_zero] at h2
      exact h2
    · filter_upwards [eventually_gt_atTop (0 : ℝ)] with N hN
      exact hpos N hN
  have h := ((integral_linear_onset hc h0 hd).comp hQ).const_mul
    (kF ^ 2 * (2 : ℝ) ^ (2 / 3 : ℝ) / Real.pi)
  have hl : kF ^ 2 * (2 : ℝ) ^ (2 / 3 : ℝ) / Real.pi * (s / 2)
      = s * kF ^ 2 * (2 : ℝ) ^ (2 / 3 : ℝ) / (2 * Real.pi) := by ring
  rw [hl] at h
  refine h.congr' ?_
  filter_upwards [eventually_gt_atTop (0 : ℝ)] with N hN
  have hM : N ^ (2 / 3 : ℝ) ≠ 0 := (Real.rpow_pos_of_pos hN _).ne'
  have hq : cutoff kF N ≠ 0 := (hpos N hN).ne'
  have hs : kF ^ 2 * (2 : ℝ) ^ (2 / 3 : ℝ) = N ^ (2 / 3 : ℝ) * cutoff kF N ^ 2 := by
    rw [cutoff_sq kF hN, mul_left_comm, mul_div_cancel₀ _ hM]
  simp only [Function.comp_apply, smallQExchange]
  rw [hs]
  field_simp
```

Since $N^{2/3}Q_N^2=k_F^2\,2^{2/3}$, the scaled contribution can be written as

$$N^{2/3}\,\frac1\pi\int_0^{Q_N}S(q)\,dq=\frac{k_F^2\,2^{2/3}}{\pi}\cdot\frac{1}{Q_N^2}\int_0^{Q_N}S(q)\,dq.$$

As $N$ grows, $Q_N$ decreases to zero, so the last factor tends to $s/2$ and the whole to $s\,k_F^2\,2^{2/3}/(2\pi)$. The Fermi-gas slope $s=3/(4k_F)$ gives back $3k_F\,2^{2/3}/(8\pi)$. Only the slope at the origin enters the limit; the rest of the curve affects how it is approached. If $s=0$, the limit is zero, and the contribution falls off faster than $N^{-2/3}$.

In the proof, `hQ` states that $Q_N$ tends to zero through positive values, `comp` inserts $Q_N$ into the preceding theorem, and `hs` is the relation between $N^{2/3}$ and $Q_N^2$. The function `S` is the same for all $N$: the theorem does not treat a structure factor that itself changes with the size of the system.

## A quadratic onset for comparison

```lean
/-- For a quadratic structure factor `a q²`, the `S` term of exchange multiplied by `N` equals `2 a
kF³ / (3π)` for every `N > 0`. -/
theorem quadratic_exchange_exact (kF a : ℝ) {N : ℝ} (hN : 0 < N) :
    N * smallQExchange (fun q => a * q ^ 2) (cutoff kF N)
      = 2 * a * kF ^ 3 / (3 * Real.pi) := by
  have hp := Real.pi_pos
  have hv : N * cutoff kF N ^ 3 = 2 * kF ^ 3 := by
    have h := cutoff_volume kF hN
    have h' : 4 * Real.pi / 3 * (N * cutoff kF N ^ 3) = 4 * Real.pi / 3 * (2 * kF ^ 3) := by
      linear_combination 2 * h
    exact mul_left_cancel₀ (by positivity) h'
  have hI : ∫ q in (0 : ℝ)..cutoff kF N, a * q ^ 2 = a * cutoff kF N ^ 3 / 3 := by
    rw [intervalIntegral.integral_const_mul, integral_pow]
    norm_num
    ring
  rw [smallQExchange, hI]
  linear_combination a / (3 * Real.pi) * hv

end

end MetallicExchangeFiniteSize
```

Here the structure factor is $aq^2$ with a constant $a$, a model of the small-momentum behaviour of a gapped system; $a$ has the dimension of a length squared and measures how strongly the electronic charge fluctuates at long wavelengths. There is no Fermi surface in this case, and $k_F$ only encodes the density. The notation `fun q => a * q ^ 2` is Lean's way of writing the function $q\mapsto aq^2$.

By hand, with $NQ_N^3=2k_F^3$,

$$N\,\frac1\pi\int_0^{Q_N}aq^2\,dq=\frac{a\,NQ_N^3}{3\pi}=\frac{2ak_F^3}{3\pi}.$$

This holds for every $N>0$, so no limit is needed. The proof obtains `hv`, the relation for $NQ_N^3$, from the volume theorem and evaluates the integral in `hI`. The closing `linear_combination` multiplies `hv` by $a/(3\pi)$, which is the last step by hand.

For extrapolation in the k-point mesh, the comparison suggests different powers for the two model onsets: $N^{-2/3}$ for a non-interacting Fermi surface and $N^{-1}$ for a purely quadratic $S$, in both cases for the $S$ term of the exchange energy alone.

```lean
#print axioms MetallicExchangeFiniteSize.metallic_exchange_limit
#print axioms MetallicExchangeFiniteSize.exchange_limit_of_slope
#print axioms MetallicExchangeFiniteSize.quadratic_exchange_exact
```

```
'MetallicExchangeFiniteSize.metallic_exchange_limit' depends on axioms: [propext, Classical.choice, Quot.sound]
'MetallicExchangeFiniteSize.exchange_limit_of_slope' depends on axioms: [propext, Classical.choice, Quot.sound]
'MetallicExchangeFiniteSize.quadratic_exchange_exact' depends on axioms: [propext, Classical.choice, Quot.sound]
```
